# Real antisymmetric $A$: eigenspaces of $iA$ pair at $\pm e$, and $\dim\ker A \equiv m \pmod 2$

> I model $m$ non-interacting Majorana operators $\gamma_j$, with $\{\gamma_j,\gamma_k\}=2\delta_{jk}$, by the real coupling matrix $A$ in $\hat H=\tfrac{i}{4}\sum_{jk}A_{jk}\gamma_j\gamma_k$, and I count modes as eigenspace dimensions of the $m\times m$ matrix $iA$, not as states in Fock space. With $A^T=-A$, I expect as many modes at energy $e$ as at $-e$, and a number of zero modes with the parity of $m$. Can this be made rigorous and machine-checked?

Yes, at the level of the matrix. The condition $A^T=-A$ reflects anticommutation: up to a constant, only the antisymmetric part of $A$ enters $\hat H$. For $v\in\mathbb C^m$ put $\gamma(v)=\sum_j v_j\gamma_j$; then $[\hat H,\gamma(v)]=\gamma(iAv)$, so for an eigenvector $v$ of $iA$ at $e$, the operator $\gamma(v)$ takes an energy eigenstate to one with energy higher by $e$, or to zero. For a finite non-interacting system, such as a quadratic superconducting chain of $N$ fermion modes (where $m=2N$ is even), the modes at $e>0$ and $-e$ give, up to normalisation, the creation and annihilation operators of the same quasiparticles, so the pairing places no restriction on the degeneracy of a quasiparticle energy $e>0$. The result says that the spectrum of $iA$ is symmetric about zero and that, for even $m$, the number of zero modes is even. It holds equally for a Majorana covariance matrix, which is also real antisymmetric.

## Two arguments from antisymmetry

Let $M$ be $m\times m$ over a field $K$ with $M^T=-M$, let $x\cdot y=\sum_j x_jy_j$ without conjugation, and let $E(\mu)=\{v: Mv=\mu v\}$ for $\mu\in K$. The form $x\cdot My$ is skew:
$$x\cdot My=(M^Tx)\cdot y=-(Mx)\cdot y=-\,y\cdot Mx .$$

For the pairing, $E(\mu)=\ker(M-\mu)$, while $(M-\mu)^T=-M-\mu$ has kernel $E(-\mu)$. A matrix and its transpose have equal rank, so
$$\dim E(\mu)=m-\operatorname{rank}(M-\mu)=\dim E(-\mu).$$

For the parity, assume $2\neq0$ in $K$. Choose a complement $W$ of $\ker M$ with basis $b_j$ and dimension $r=m-\dim\ker M$, and set $B_{ij}=b_i\cdot Mb_j$. Skewness gives $B^T=-B$. Suppose $Bv=0$ and put $w=\sum_j v_jb_j$. Then $b_i\cdot Mw=0$ for all $i$, so $y\cdot Mw=0$ for $y\in W$; for $k\in\ker M$, $k\cdot Mw=-w\cdot Mk=0$. Every $x$ is a sum $k+y$, hence $Mw=0$, $w\in\ker M\cap W=\{0\}$ and $v=0$. So $\det B\neq0$. Now
$$\det B=\det B^T=\det(-B)=(-1)^r\det B,$$
and odd $r$ would give $2\det B=0$. Thus $r$ is even and $\dim\ker M\equiv m \pmod 2$. Since $(iA)^T=-iA$, both arguments apply to $iA$ over $\mathbb C$, and the second to $A$ over $\mathbb R$.

## The theorems and their objects

The finite type `n` labels the Majoranas, so $m$ is `Fintype.card n`, with $m=0$ allowed. `majoranaH A` is $iA$, `modeSpace M μ` is $E(\mu)$, and `finrank` is the dimension. From here on $E$ refers to $M=iA$. Under `hA : Aᵀ = -A`, `majorana_pairing_parity` states three things: $\dim_{\mathbb C}E(e)=\dim_{\mathbb C}E(-e)$ for every real $e$ (both zero when $e$ is no eigenvalue), $\dim_{\mathbb R}\ker A\equiv m$, and $\dim_{\mathbb C}E(0)\equiv m$ modulo 2. The two kernels get their parity separately, and their dimensions are not equated. The operators $\gamma_j$, Fock space and the Hermiticity of $iA$ do not occur in the file. For odd $m$ the kernel dimension is odd, hence at least one; this forced zero mode is read off the congruence and has no theorem of its own.

In Lean 4 with Mathlib:

```lean
import Mathlib

open Matrix Module

namespace MajoranaSpectrum

noncomputable section

variable {n : Type*} [Fintype n] {K : Type*} [Field K]

/-- The single-particle matrix `iA` built from a real Majorana coupling matrix `A`. -/
def majoranaH (A : Matrix n n ℝ) : Matrix n n ℂ :=
  Complex.I • A.map ((↑) : ℝ → ℂ)

/-- The eigenspace of the matrix `M` at the value `μ`: all `v` with `M v = μ v`. -/
def modeSpace (M : Matrix n n K) (μ : K) : Submodule K (n → K) :=
  Module.End.eigenspace M.mulVecLin μ

/-- For antisymmetric `M` the bilinear form `x · M y` changes sign when `x` and `y` are
exchanged. -/
theorem skew_form {M : Matrix n n K} (hM : Mᵀ = -M) (x y : n → K) :
    x ⬝ᵥ M *ᵥ y = -(y ⬝ᵥ M *ᵥ x) := by
  rw [dotProduct_mulVec x M y, ← mulVec_transpose, hM, neg_mulVec, neg_dotProduct,
    dotProduct_comm (M *ᵥ x) y]

/-- An antisymmetric matrix over any field has eigenspaces of equal dimension at `μ`
and `-μ`. -/
theorem finrank_modeSpace_neg {M : Matrix n n K} (hM : Mᵀ = -M) (μ : K) :
    finrank K (modeSpace M μ) = finrank K (modeSpace M (-μ)) := by
  classical
  have h1 : modeSpace M μ = LinearMap.ker (M - μ • (1 : Matrix n n K)).mulVecLin := by
    ext v
    refine Module.End.mem_eigenspace_iff.trans ?_
    show M *ᵥ v = μ • v ↔ (M - μ • (1 : Matrix n n K)) *ᵥ v = 0
    rw [sub_mulVec, smul_mulVec, one_mulVec, sub_eq_zero]
  -- the transpose of `M - μ` is `-M - μ`
  have h2 : modeSpace M (-μ) = LinearMap.ker (M - μ • (1 : Matrix n n K))ᵀ.mulVecLin := by
    ext v
    refine Module.End.mem_eigenspace_iff.trans ?_
    show M *ᵥ v = (-μ) • v ↔ (M - μ • (1 : Matrix n n K))ᵀ *ᵥ v = 0
    rw [transpose_sub, transpose_smul, transpose_one, hM, sub_mulVec, smul_mulVec,
      one_mulVec, neg_mulVec, sub_eq_zero, neg_smul, neg_eq_iff_eq_neg]
  -- row rank equals column rank, then rank-nullity
  have h3 : finrank K (LinearMap.range (M - μ • (1 : Matrix n n K))ᵀ.mulVecLin)
      = finrank K (LinearMap.range (M - μ • (1 : Matrix n n K)).mulVecLin) :=
    Matrix.rank_transpose _
  have h4 := LinearMap.finrank_range_add_finrank_ker (M - μ • (1 : Matrix n n K)).mulVecLin
  have h5 := LinearMap.finrank_range_add_finrank_ker (M - μ • (1 : Matrix n n K))ᵀ.mulVecLin
  rw [h1, h2]
  omega

/-- Over a field with `2 ≠ 0`, the kernel of an antisymmetric matrix has a dimension of the
same parity as the size of the matrix. -/
theorem finrank_ker_parity (two : (2 : K) ≠ 0) {M : Matrix n n K} (hM : Mᵀ = -M) :
    finrank K (LinearMap.ker M.mulVecLin) % 2 = Fintype.card n % 2 := by
  classical
  obtain ⟨W, hW⟩ := Submodule.exists_isCompl (LinearMap.ker M.mulVecLin)
  have hdim := Submodule.finrank_add_eq_of_isCompl hW
  rw [Module.finrank_fintype_fun_eq_card] at hdim
  have b := Module.finBasis K W
  -- Gram matrix of the form on a complement `W` of the kernel
  obtain ⟨B, hBdef⟩ : ∃ B : Matrix (Fin (finrank K W)) (Fin (finrank K W)) K,
      ∀ i j, B i j = (b i : n → K) ⬝ᵥ M *ᵥ (b j : n → K) :=
    ⟨Matrix.of fun i j => (b i : n → K) ⬝ᵥ M *ᵥ (b j : n → K), fun _ _ => rfl⟩
  have hB : Bᵀ = -B := by
    ext i j
    rw [transpose_apply, Matrix.neg_apply, hBdef, hBdef]
    exact skew_form hM _ _
  -- a null vector `v` of `B` gives `w = ∑ j, v j • b j` in both the kernel and `W`
  have hdet : B.det ≠ 0 := by
    intro h
    obtain ⟨v, hv, hBv⟩ := Matrix.exists_mulVec_eq_zero_iff.mpr h
    obtain ⟨w, hw⟩ : ∃ w : W, w = ∑ j, v j • b j := ⟨_, rfl⟩
    have h1 : ∀ i, (b i : n → K) ⬝ᵥ M *ᵥ (w : n → K) = 0 := by
      intro i
      have e : (b i : n → K) ⬝ᵥ M *ᵥ (w : n → K) = ∑ j, B i j * v j := by
        simp only [hw, Submodule.coe_sum, Submodule.coe_smul, Matrix.mulVec_sum,
          dotProduct_sum, Matrix.mulVec_smul, dotProduct_smul, smul_eq_mul, hBdef]
        exact Finset.sum_congr rfl fun j _ => mul_comm _ _
      exact e.trans (congrFun hBv i)
    have h2 : ∀ x : W, (x : n → K) ⬝ᵥ M *ᵥ (w : n → K) = 0 := by
      intro x
      rw [← b.sum_repr x]
      simp only [Submodule.coe_sum, Submodule.coe_smul, sum_dotProduct, smul_dotProduct,
        h1, smul_zero, Finset.sum_const_zero]
    have h3 : ∀ x : n → K, x ⬝ᵥ M *ᵥ (w : n → K) = 0 := by
      intro x
      have hx : x ∈ LinearMap.ker M.mulVecLin ⊔ W := by
        rw [hW.sup_eq_top]
        exact Submodule.mem_top
      obtain ⟨k, hk, y, hy, rfl⟩ := Submodule.mem_sup.mp hx
      have hk' : M *ᵥ k = 0 := hk
      rw [add_dotProduct, skew_form hM k (w : n → K), hk', dotProduct_zero, neg_zero, zero_add]
      exact h2 ⟨y, hy⟩
    have h4 : M *ᵥ (w : n → K) = 0 := by
      ext i
      simpa using h3 (Pi.single i 1)
    have h5 : (w : n → K) = 0 := Submodule.disjoint_def.mp hW.disjoint _ h4 w.2
    have h6 : ∑ j, v j • b j = 0 := by
      rw [← hw]
      exact Subtype.ext h5
    exact hv (funext fun j => Fintype.linearIndependent_iff.mp b.linearIndependent v h6 j)
  -- `det B = (-1)^r det B` forces `r` even
  have hsign : B.det = (-1) ^ finrank K W * B.det := by
    calc B.det = Bᵀ.det := (det_transpose B).symm
      _ = (-B).det := by rw [hB]
      _ = (-1) ^ finrank K W * B.det := by rw [det_neg, Fintype.card_fin]
  rcases Nat.even_or_odd (finrank K W) with ⟨r, hr⟩ | hodd
  · omega
  · rw [hodd.neg_one_pow] at hsign
    have h0 : 2 * B.det = 0 := by linear_combination hsign
    exact absurd h0 (mul_ne_zero two hdet)

omit [Fintype n] in
/-- If `A` is antisymmetric then so is `iA`. -/
theorem majoranaH_transpose {A : Matrix n n ℝ} (hA : Aᵀ = -A) :
    (majoranaH A)ᵀ = -majoranaH A := by
  ext i j
  have h : A j i = -A i j := congrFun (congrFun hA i) j
  simp [majoranaH, h]

/-- For any real `A`, complex conjugation sends the eigenspace of `iA` at real `e` into the
eigenspace at `-e`. -/
theorem star_mem_modeSpace (A : Matrix n n ℝ) (e : ℝ) {v : n → ℂ}
    (hv : v ∈ modeSpace (majoranaH A) e) : star v ∈ modeSpace (majoranaH A) (-(e : ℂ)) := by
  have h : majoranaH A *ᵥ v = (e : ℂ) • v := Module.End.mem_eigenspace_iff.mp hv
  have hc : majoranaH A *ᵥ star v = -star (majoranaH A *ᵥ v) := by
    ext i
    simp only [majoranaH, mulVec, dotProduct, Matrix.smul_apply, Matrix.map_apply,
      smul_eq_mul, Pi.neg_apply, Pi.star_apply, Complex.star_def, map_sum, map_mul,
      Complex.conj_I, Complex.conj_ofReal, ← Finset.sum_neg_distrib]
    exact Finset.sum_congr rfl fun j _ => by ring
  refine Module.End.mem_eigenspace_iff.mpr ?_
  show majoranaH A *ᵥ star v = (-(e : ℂ)) • star v
  rw [hc, h]
  ext i
  simp

/-- For antisymmetric `A`, a vector in the eigenspace of `iA` at nonzero real `e` has
vanishing bilinear square `∑ᵢ vᵢ vᵢ`. -/
theorem mode_isotropic {A : Matrix n n ℝ} (hA : Aᵀ = -A) {e : ℝ} (he : e ≠ 0) {v : n → ℂ}
    (hv : v ∈ modeSpace (majoranaH A) e) : v ⬝ᵥ v = 0 := by
  have h : majoranaH A *ᵥ v = (e : ℂ) • v := Module.End.mem_eigenspace_iff.mp hv
  have hs := skew_form (majoranaH_transpose hA) v v
  rw [h, dotProduct_smul, smul_eq_mul] at hs
  have h0 : (e : ℂ) * (v ⬝ᵥ v) = 0 := by linear_combination (1 / 2 : ℂ) * hs
  exact (mul_eq_zero.mp h0).resolve_left (Complex.ofReal_ne_zero.mpr he)

/-- For real antisymmetric `A`, the eigenspaces of `iA` at `e` and `-e` have equal dimension
for every real `e`, and both the real kernel of `A` and the zero eigenspace of `iA` have a
dimension of the same parity as the number of Majoranas. -/
theorem majorana_pairing_parity {A : Matrix n n ℝ} (hA : Aᵀ = -A) :
    (∀ e : ℝ, finrank ℂ (modeSpace (majoranaH A) e)
      = finrank ℂ (modeSpace (majoranaH A) (-(e : ℂ)))) ∧
    finrank ℝ (LinearMap.ker A.mulVecLin) % 2 = Fintype.card n % 2 ∧
    finrank ℂ (modeSpace (majoranaH A) 0) % 2 = Fintype.card n % 2 := by
  refine ⟨fun e => finrank_modeSpace_neg (majoranaH_transpose hA) _,
    finrank_ker_parity two_ne_zero hA, ?_⟩
  have h0 : modeSpace (majoranaH A) 0 = LinearMap.ker (majoranaH A).mulVecLin :=
    Module.End.eigenspace_zero _
  rw [h0]
  exact finrank_ker_parity two_ne_zero (majoranaH_transpose hA)

/-- For an even number of Majoranas, one nonzero real vector annihilated by `A` forces the
kernel of `A` to have dimension at least two. -/
theorem two_le_finrank_ker {A : Matrix n n ℝ} (hA : Aᵀ = -A) (hn : Even (Fintype.card n))
    {u : n → ℝ} (hne : u ≠ 0) (hu : A *ᵥ u = 0) :
    2 ≤ finrank ℝ (LinearMap.ker A.mulVecLin) := by
  have hp := (majorana_pairing_parity hA).2.1
  have h0 : finrank ℝ (LinearMap.ker A.mulVecLin) ≠ 0 := by
    intro h
    have hm : u ∈ LinearMap.ker A.mulVecLin := hu
    rw [Submodule.finrank_eq_zero.mp h] at hm
    exact hne ((Submodule.mem_bot ℝ).mp hm)
  obtain ⟨r, hr⟩ := hn
  omega

/-- Two coupled Majoranas: `A = [[0, 1], [-1, 0]]` is antisymmetric, `(1, -i)` lies in the
eigenspace of `iA` at `1` and `(1, i)` in the eigenspace at `-1`. -/
theorem majorana_pairing_witness :
    (!![0, 1; -1, 0] : Matrix (Fin 2) (Fin 2) ℝ)ᵀ = -!![0, 1; -1, 0] ∧
    ![1, -Complex.I] ∈ modeSpace (majoranaH !![0, 1; -1, 0]) 1 ∧
    ![1, Complex.I] ∈ modeSpace (majoranaH !![0, 1; -1, 0]) (-1) := by
  refine ⟨?_, Module.End.mem_eigenspace_iff.mpr ?_, Module.End.mem_eigenspace_iff.mpr ?_⟩
  · ext i j
    fin_cases i <;> fin_cases j <;> simp
  · show majoranaH !![0, 1; -1, 0] *ᵥ ![1, -Complex.I] = (1 : ℂ) • ![1, -Complex.I]
    ext i
    fin_cases i <;> simp [majoranaH, mulVec, dotProduct, Fin.sum_univ_succ]
  · show majoranaH !![0, 1; -1, 0] *ᵥ ![1, Complex.I] = (-1 : ℂ) • ![1, Complex.I]
    ext i
    fin_cases i <;> simp [majoranaH, mulVec, dotProduct, Fin.sum_univ_succ]

end

end MajoranaSpectrum
```

```lean
#print axioms MajoranaSpectrum.star_mem_modeSpace
#print axioms MajoranaSpectrum.mode_isotropic
#print axioms MajoranaSpectrum.two_le_finrank_ker
```

```
'MajoranaSpectrum.star_mem_modeSpace' depends on axioms: [propext, Classical.choice, Quot.sound]
'MajoranaSpectrum.mode_isotropic' depends on axioms: [propext, Classical.choice, Quot.sound]
'MajoranaSpectrum.two_le_finrank_ker' depends on axioms: [propext, Classical.choice, Quot.sound]
```

## How the proofs follow the algebra

`skew_form` is the first display. In `finrank_modeSpace_neg`, `h1` and `h2` identify the two eigenspaces with the kernels of $M-\mu$ and its transpose, `h3` is `Matrix.rank_transpose`, `h4` and `h5` are rank-nullity, and `omega` subtracts. In `finrank_ker_parity`, `Submodule.exists_isCompl` supplies $W$ and `hB` is $B^T=-B$. Inside `hdet`, steps `h1` to `h3` extend $x\cdot Mw=0$ from basis vectors to $W$ to the whole space, `h4` tests against unit vectors to get $Mw=0$, and `h5` and `h6` with linear independence give $v=0$. `hsign` is the determinant chain, and the final case split excludes odd $r$. The main theorem combines these through `majoranaH_transpose`, rewriting $E(0)$ as $\ker(iA)$.

Four smaller theorems add detail. `star_mem_modeSpace` conjugates $iAv=ev$ to $iA\bar v=-e\bar v$ for any real $A$; physically $\gamma(\bar v)=\gamma(v)^\dagger$, because Majorana operators are Hermitian, $\gamma_j^\dagger=\gamma_j$. `mode_isotropic` sets $x=y=v$ in the skew form, so $e\,(v\cdot v)=-e\,(v\cdot v)$ and $v\cdot v=0$ for $e\neq0$, matching $\gamma(v)^2=v\cdot v=0$. `two_le_finrank_ker` says that for even $m$ one nonzero real $u$ with $Au=0$ makes $\dim\ker A$ even and nonzero, hence at least two. `majorana_pairing_witness` takes $A_{01}=1$, $A_{10}=-1$ and zero diagonal, with $(1,-i)\in E(1)$ and $(1,i)\in E(-1)$; the unit vectors are $(1,\mp i)/\sqrt2$, while the fermion operators with $\{c,c^\dagger\}=1$ are $c^\dagger=(\gamma_0-i\gamma_1)/2$ and $c=(\gamma_0+i\gamma_1)/2$.

## Without antisymmetry, in characteristic two, and the rank

These closing remarks, like the operator identities above, are ordinary algebra and not theorems of the file. Without antisymmetry the parity fails: $A=\operatorname{diag}(1,0)$ has $m=2$ and a one-dimensional kernel. Without $2\neq0$ it fails too: over the field with two elements the $1\times1$ matrix $(1)$ satisfies $M^T=-M$ and has trivial kernel. In the other direction, $r$ equals $\operatorname{rank}M$, so the same argument shows that an antisymmetric matrix over a field with $2\neq0$ has even rank.
